# The Baker–Campbell–Hausdorff exponent through fourth order

Let $x$ and $y$ be elements of any associative algebra $A$ over $\mathbb{Q}$ with a unit, and let $t$ be a formal variable that commutes with everything in $A$. Write $[x,y]=xy-yx$, $E(p)=1+p+\tfrac12p^2+\tfrac16p^3+\tfrac1{24}p^4$, and

$$Z=t(x+y)+\tfrac{t^2}{2}[x,y]+\tfrac{t^3}{12}\big([x,[x,y]]+[y,[y,x]]\big)-\tfrac{t^4}{24}[y,[x,[x,y]]].$$

Then $E(tx)E(ty)$ and $E(Z)$ have equal coefficients of $t^0,\dots,t^4$. For an exponent without constant term, the powers left out of $E$ begin at $t^5$, so the full exponential series has these same coefficients. The full Baker–Campbell–Hausdorff series continues to all orders; this result fixes its first four.

## Comparing words order by order

Let $p=p_1t+p_2t^2+p_3t^3+p_4t^4+\cdots$ have no constant term. Multiplying out with the order of the factors kept,

$$\begin{aligned}
p^2&=p_1^2t^2+(p_1p_2+p_2p_1)t^3+(p_1p_3+p_2^2+p_3p_1)t^4+\cdots\\
p^3&=p_1^3t^3+(p_1^2p_2+p_1p_2p_1+p_2p_1^2)t^4+\cdots\\
p^4&=p_1^4t^4+\cdots
\end{aligned}$$

Call the coefficients of $Z$ $a,b,c,d$, in order. Those of $E(Z)$ are then $1$, $a$ and

$$\begin{aligned}
t^2:&\quad b+\tfrac12a^2\\
t^3:&\quad c+\tfrac12(ab+ba)+\tfrac16a^3\\
t^4:&\quad d+\tfrac12(ac+b^2+ca)+\tfrac16(a^2b+aba+ba^2)+\tfrac1{24}a^4.
\end{aligned}$$

In $E(tx)E(ty)$ the coefficient of $t^n$, for $n\le4$, is $\sum_{i+j=n}x^iy^j/(i!\,j!)$. Orders 0 and 1 agree at once. At order 2,

$$\tfrac12(xy-yx)+\tfrac12(x^2+xy+yx+y^2)=\tfrac12x^2+xy+\tfrac12y^2.$$

At order 3 the ingredients are

$$\begin{aligned}
12c&=x^2y-2xyx+yx^2+xy^2-2yxy+y^2x,\\
\tfrac12(ab+ba)&=\tfrac14(x^2y+xy^2-yx^2-y^2x),
\end{aligned}$$

and $\tfrac16a^3$, which gives every word of length three the weight $\tfrac16$. The words $x^2y$ and $xy^2$ receive $\tfrac1{12}+\tfrac14+\tfrac16=\tfrac12$; $yx^2$ and $y^2x$ receive $\tfrac1{12}-\tfrac14+\tfrac16=0$; $xyx$ and $yxy$ receive $-\tfrac16+\tfrac16=0$. The cubes keep $\tfrac16$, as required.

At order 4, $24d=x^2y^2-2xyxy+2yxyx-y^2x^2$. The contributions to each mixed word, in units of $\tfrac1{24}$, are:

| word | $d$ | $\frac12(ac+ca)$ | $\frac12b^2$ | $\frac16(a^2b+aba+ba^2)$ | $\frac1{24}a^4$ | sum |
|---|---|---|---|---|---|---|
| $x^3y$ | 0 | 1 | 0 | 2 | 1 | 4 |
| $x^2yx$ | 0 | −1 | 0 | 0 | 1 | 0 |
| $xyx^2$ | 0 | −1 | 0 | 0 | 1 | 0 |
| $yx^3$ | 0 | 1 | 0 | −2 | 1 | 0 |
| $x^2y^2$ | 1 | 2 | 0 | 2 | 1 | 6 |
| $xyxy$ | −2 | −4 | 3 | 2 | 1 | 0 |
| $xy^2x$ | 0 | 2 | −3 | 0 | 1 | 0 |
| $yx^2y$ | 0 | 2 | −3 | 0 | 1 | 0 |
| $yxyx$ | 2 | −4 | 3 | −2 | 1 | 0 |
| $y^2x^2$ | −1 | 2 | 0 | −2 | 1 | 0 |
| $xy^3$ | 0 | 1 | 0 | 2 | 1 | 4 |
| $yxy^2$ | 0 | −1 | 0 | 0 | 1 | 0 |
| $y^2xy$ | 0 | −1 | 0 | 0 | 1 | 0 |
| $y^3x$ | 0 | 1 | 0 | −2 | 1 | 0 |

What remains is $\tfrac16x^3y+\tfrac14x^2y^2+\tfrac16xy^3$, together with $\tfrac1{24}(x^4+y^4)$ from $a^4$. This is the coefficient in the product.

## Commutators and polynomials in a central variable

In Lean 4 with Mathlib:

```lean
import Mathlib

open Polynomial

namespace BCHFourthOrder

set_option maxHeartbeats 400000
```

The commutator is defined for any ring.

```lean
/-- The commutator `[x, y] = x y - y x`. -/
def comm {A : Type*} [Ring A] (x y : A) : A := x * y - y * x
```

The formal variable $t$ is the indeterminate of the polynomial ring `A[X]`, which commutes with all coefficients even when $A$ is noncommutative. Thus `monomial 1 x` is $tx$, and `series a b c d` is $at+bt^2+ct^3+dt^4$.

```lean
/-- The polynomial `a t + b t² + c t³ + d t⁴` in a central formal variable `t`. -/
noncomputable def series {A : Type*} [Ring A] (a b c d : A) : A[X] :=
  monomial 1 a + monomial 2 b + monomial 3 c + monomial 4 d
```

The next lemma writes out the product coefficients $\sum_{i+j=n}p_iq_j$ for $n\le4$; `coeff_mul` supplies the general sum and `simp` evaluates it.

```lean
/-- The coefficients of `t⁰` through `t⁴` in a product, with the order of the factors kept. -/
theorem coeff_mul_low {A : Type*} [Ring A] (p q : A[X]) :
    (p * q).coeff 0 = p.coeff 0 * q.coeff 0 ∧
    (p * q).coeff 1 = p.coeff 0 * q.coeff 1 + p.coeff 1 * q.coeff 0 ∧
    (p * q).coeff 2 = p.coeff 0 * q.coeff 2 + p.coeff 1 * q.coeff 1
      + p.coeff 2 * q.coeff 0 ∧
    (p * q).coeff 3 = p.coeff 0 * q.coeff 3 + p.coeff 1 * q.coeff 2
      + p.coeff 2 * q.coeff 1 + p.coeff 3 * q.coeff 0 ∧
    (p * q).coeff 4 = p.coeff 0 * q.coeff 4 + p.coeff 1 * q.coeff 3
      + p.coeff 2 * q.coeff 2 + p.coeff 3 * q.coeff 1 + p.coeff 4 * q.coeff 0 := by
  refine ⟨?_, ?_, ?_, ?_, ?_⟩ <;>
    simp [coeff_mul, Finset.Nat.sum_antidiagonal_eq_sum_range_succ_mk, Finset.sum_range_succ]

/-- The coefficients of `a t + b t² + c t³ + d t⁴` are `0, a, b, c, d`. -/
theorem series_coeff {A : Type*} [Ring A] (a b c d : A) :
    (series a b c d).coeff 0 = 0 ∧ (series a b c d).coeff 1 = a ∧
    (series a b c d).coeff 2 = b ∧ (series a b c d).coeff 3 = c ∧
    (series a b c d).coeff 4 = d := by
  simp [series, coeff_monomial]
```

## The truncated exponential and the exponent

From here on $A$ is a $\mathbb{Q}$-algebra, so the fractions make sense as scalars acting through `•`. There is no norm and no convergence: `expFour` is the polynomial $E$, and `bchSeries x y` is $Z$.

```lean
variable {A : Type*} [Ring A] [Algebra ℚ A]

/-- The exponential series truncated after the fourth power. -/
noncomputable def expFour (p : A[X]) : A[X] :=
  1 + p + (1 / 2 : ℚ) • p ^ 2 + (1 / 6 : ℚ) • p ^ 3 + (1 / 24 : ℚ) • p ^ 4

/-- The Baker-Campbell-Hausdorff exponent through fourth order,
`t(x+y) + t²[x,y]/2 + t³([x,[x,y]] + [y,[y,x]])/12 - t⁴[y,[x,[x,y]]]/24`. -/
noncomputable def bchSeries (x y : A) : A[X] :=
  series (x + y) ((1 / 2 : ℚ) • comm x y)
    ((1 / 12 : ℚ) • (comm x (comm x y) + comm y (comm y x)))
    ((-1 / 24 : ℚ) • comm y (comm x (comm x y)))
```

The expansion of $E(p)$ comes from applying the product lemma to successive powers, with `h` removing every term that contains $p_0$.

```lean
/-- The coefficients of `t⁰` through `t⁴` in the truncated exponential of a polynomial
without constant term. -/
theorem expFour_coeff (p : A[X]) (h : p.coeff 0 = 0) :
    (expFour p).coeff 0 = 1 ∧
    (expFour p).coeff 1 = p.coeff 1 ∧
    (expFour p).coeff 2 = p.coeff 2 + (1 / 2 : ℚ) • p.coeff 1 ^ 2 ∧
    (expFour p).coeff 3 = p.coeff 3
      + (1 / 2 : ℚ) • (p.coeff 1 * p.coeff 2 + p.coeff 2 * p.coeff 1)
      + (1 / 6 : ℚ) • p.coeff 1 ^ 3 ∧
    (expFour p).coeff 4 = p.coeff 4
      + (1 / 2 : ℚ) • (p.coeff 1 * p.coeff 3 + p.coeff 2 ^ 2 + p.coeff 3 * p.coeff 1)
      + (1 / 6 : ℚ) • (p.coeff 1 ^ 2 * p.coeff 2 + p.coeff 1 * p.coeff 2 * p.coeff 1
        + p.coeff 2 * p.coeff 1 ^ 2)
      + (1 / 24 : ℚ) • p.coeff 1 ^ 4 := by
  refine ⟨?_, ?_, ?_, ?_, ?_⟩ <;>
    simp [expFour, pow_succ, coeff_mul_low, coeff_one, h, mul_add, mul_assoc]
```

Two special cases follow: $p=tx$, and $p=at+bt^2+ct^3+dt^4$.

```lean
/-- The truncated exponential of `t x` has the coefficients `xᵏ / k!` for `k` up to four. -/
theorem expFour_linear (x : A) :
    (expFour (monomial 1 x)).coeff 0 = 1 ∧
    (expFour (monomial 1 x)).coeff 1 = x ∧
    (expFour (monomial 1 x)).coeff 2 = (1 / 2 : ℚ) • x ^ 2 ∧
    (expFour (monomial 1 x)).coeff 3 = (1 / 6 : ℚ) • x ^ 3 ∧
    (expFour (monomial 1 x)).coeff 4 = (1 / 24 : ℚ) • x ^ 4 := by
  have h := expFour_coeff (monomial 1 x) (by simp [coeff_monomial])
  simpa [coeff_monomial] using h

/-- The coefficients of `t⁰` through `t⁴` in the truncated exponential of
`a t + b t² + c t³ + d t⁴`. -/
theorem expFour_series (a b c d : A) :
    (expFour (series a b c d)).coeff 0 = 1 ∧
    (expFour (series a b c d)).coeff 1 = a ∧
    (expFour (series a b c d)).coeff 2 = b + (1 / 2 : ℚ) • a ^ 2 ∧
    (expFour (series a b c d)).coeff 3 = c + (1 / 2 : ℚ) • (a * b + b * a)
      + (1 / 6 : ℚ) • a ^ 3 ∧
    (expFour (series a b c d)).coeff 4 = d + (1 / 2 : ℚ) • (a * c + b ^ 2 + c * a)
      + (1 / 6 : ℚ) • (a ^ 2 * b + a * b * a + b * a ^ 2) + (1 / 24 : ℚ) • a ^ 4 := by
  obtain ⟨h0, h1, h2, h3, h4⟩ := series_coeff a b c d
  have h := expFour_coeff _ h0
  rw [h1, h2, h3, h4] at h
  exact h
```

## Equality through fourth order

The main theorem says that for every natural number $n\le4$ the two coefficients of $t^n$ are equal in $A$. Coefficients from $t^5$ on are not compared.

`interval_cases` separates the five orders, `simp only` expands both sides into words in $x$ and $y$, and `module` compares the rational coefficient of each word, as the table does.

```lean
/-- Baker-Campbell-Hausdorff formula through fourth order: with `E` the exponential series truncated
after the fourth power, `E(t x) E(t y)` and `E` of the BCH exponent have equal coefficients of `t⁰`
through `t⁴`. -/
theorem bch_fourth_order (x y : A) : ∀ n ≤ 4,
    (expFour (monomial 1 x) * expFour (monomial 1 y)).coeff n
      = (expFour (bchSeries x y)).coeff n := by
  intro n hn
  -- expand both sides into words in x and y, then compare rational coefficients
  interval_cases n <;>
    simp only [bchSeries, coeff_mul_low, expFour_linear, expFour_series, comm, pow_succ,
      pow_zero, one_mul, mul_one, mul_add, add_mul, mul_sub, sub_mul, smul_mul_assoc,
      mul_smul_comm, mul_assoc] <;>
    module
```

## Uniqueness of the exponent

When $p_0=0$, the coefficient of $t^n$ in $E(p)$, for $1\le n\le4$, is $p_n$ plus terms in lower coefficients. If $E(p)$ and $E(q)$ agree through $t^4$ and $p_0=q_0=0$, then $p_1=q_1$; the remaining terms at order 2 are therefore equal and cancel, giving $p_2=q_2$, and likewise for orders 3 and 4. The equations `e1` to `e4` are these four steps, with `add_left_inj` doing the cancellation.

```lean
/-- Two exponents without constant term whose truncated exponentials agree through `t⁴`
agree themselves through `t⁴`. -/
theorem expFour_injective (p q : A[X]) (hp : p.coeff 0 = 0) (hq : q.coeff 0 = 0)
    (h : ∀ n ≤ 4, (expFour p).coeff n = (expFour q).coeff n) :
    ∀ n ≤ 4, p.coeff n = q.coeff n := by
  obtain ⟨_, p1, p2, p3, p4⟩ := expFour_coeff p hp
  obtain ⟨_, q1, q2, q3, q4⟩ := expFour_coeff q hq
  -- each order fixes the next coefficient once the lower ones are known
  have e1 := p1.symm.trans ((h 1 (by norm_num)).trans q1)
  have e2 := p2.symm.trans ((h 2 (by norm_num)).trans q2)
  rw [e1] at e2
  simp only [add_left_inj] at e2
  have e3 := p3.symm.trans ((h 3 (by norm_num)).trans q3)
  rw [e1, e2] at e3
  simp only [add_left_inj] at e3
  have e4 := p4.symm.trans ((h 4 (by norm_num)).trans q4)
  rw [e1, e2, e3] at e4
  simp only [add_left_inj] at e4
  intro n hn
  interval_cases n
  · exact hp.trans hq.symm
  · exact e1
  · exact e2
  · exact e3
  · exact e4
```

Taking $q=Z$ shows that any exponent without constant term that reproduces the product through $t^4$ agrees with $Z$ to that order.

```lean
/-- Let `E` be the exponential series truncated after the fourth power. If `w` has no constant term
and `E(w)` agrees with `E(t x) E(t y)` through `t⁴`, then `w` coincides with the BCH exponent
through `t⁴`. -/
theorem bch_unique (x y : A) (w : A[X]) (h0 : w.coeff 0 = 0)
    (h : ∀ n ≤ 4, (expFour w).coeff n
      = (expFour (monomial 1 x) * expFour (monomial 1 y)).coeff n) :
    ∀ n ≤ 4, w.coeff n = (bchSeries x y).coeff n :=
  expFour_injective w (bchSeries x y) h0 (series_coeff _ _ _ _).1
    (fun n hn => (h n hn).trans (bch_fourth_order x y n hn))
```

Some condition on the constant term of `w` is needed. Take $A=\mathbb{R}$ and $x=y=0$, so that the product is $1$ and $Z=0$. The cubic $r^3+4r^2+12r+24$ equals $-3$ at $r=-3$ and $8$ at $r=-2$, so it has a real root $r\neq0$ between them. Since $E(r)-1=\tfrac{r}{24}(r^3+4r^2+12r+24)=0$, the constant polynomial $w=r$ also reproduces the product, yet it differs from $Z$.

## The symmetric splitting

The same comparison of words treats $E(tx/2)E(ty)E(tx/2)$. Its exponent has $a=x+y$, $b=d=0$ and $c=\tfrac1{12}[y,[y,x]]-\tfrac1{24}[x,[x,y]]$.

For $n\le4$, the word $x^iy^jx^k$ enters the product with weight $1/(2^{i+k}\,i!\,j!\,k!)$, and equal words are added. Order 1 gives $x+y$, and order 2 gives $\tfrac12(x+y)^2$. At order 3, subtracting $\tfrac16a^3$ leaves

$$-\tfrac1{24}(x^2y-2xyx+yx^2)+\tfrac1{12}(xy^2-2yxy+y^2x)=c.$$

At order 4, $\tfrac12(ac+ca)+\tfrac1{24}a^4$ expands to

$$\begin{aligned}
\tfrac1{24}(x^4+y^4)+\tfrac1{48}\big(&x^3y+yx^3+3x^2yx+3xyx^2+3x^2y^2\\
&+3y^2x^2+6xy^2x+4xy^3+4y^3x\big),
\end{aligned}$$

which is the coefficient in the product.

```lean
/-- Symmetric (Strang) splitting: with `E` the exponential series truncated after the fourth power,
`E(t x/2) E(t y) E(t x/2)` agrees through `t⁴` with `E` of
`t(x+y) + t³([y,[y,x]]/12 - [x,[x,y]]/24)`. -/
theorem strang_splitting (x y : A) : ∀ n ≤ 4,
    (expFour (monomial 1 ((1 / 2 : ℚ) • x)) * expFour (monomial 1 y)
        * expFour (monomial 1 ((1 / 2 : ℚ) • x))).coeff n
      = (expFour (series (x + y) 0
          ((1 / 12 : ℚ) • comm y (comm y x) - (1 / 24 : ℚ) • comm x (comm x y)) 0)).coeff n := by
  intro n hn
  interval_cases n <;>
    simp only [coeff_mul_low, expFour_linear, expFour_series, comm, pow_succ,
      pow_zero, one_mul, mul_one, mul_zero, zero_mul, add_zero, zero_add, smul_zero,
      mul_add, add_mul, mul_sub, sub_mul, smul_mul_assoc, mul_smul_comm, mul_assoc] <;>
    module

end BCHFourthOrder
```

For a time-independent Hamiltonian $T+V$, with its kinetic part $T$ and potential part $V$ given as finite matrices, setting $x=-iT/\hbar$ and $y=-iV/\hbar$, where $i$ is now the imaginary unit, makes $t$ the time step. When it does not vanish, the $t^3$ term is the leading correction to the exponent of one symmetric split step. The theorem identifies formal coefficients and gives no error bound for a finite step.

```lean
#print axioms BCHFourthOrder.bch_fourth_order
#print axioms BCHFourthOrder.bch_unique
#print axioms BCHFourthOrder.strang_splitting
```

```
'BCHFourthOrder.bch_fourth_order' depends on axioms: [propext, Classical.choice, Quot.sound]
'BCHFourthOrder.bch_unique' depends on axioms: [propext, Classical.choice, Quot.sound]
'BCHFourthOrder.strang_splitting' depends on axioms: [propext, Classical.choice, Quot.sound]
```
